# The second-order axial Stevens factor for one electron with j = l − 1/2, equal to −2/35 for Ce³⁺

Q: In a crystal-field calculation for Ce³⁺, I replace the axial term $V(3\cos^2\theta-1)$ by $-\tfrac{2}{35}V(3m^2-\tfrac{35}{4})$ and read off three doublets at $\tfrac{16}{35}V$, $\tfrac{4}{35}V$ and $-\tfrac{20}{35}V$ for $|m|=\tfrac12,\tfrac32,\tfrac52$. Here $V$ is an energy that contains the radial average, and I assume one f electron in an isolated $j=5/2$ multiplet. Where does the factor come from?

A: From two averages. Let the electron have orbital momentum $l\ge1$ and spin 1/2, with $\hbar=1$, and let $J_z=m$. For $|m|\le l-\tfrac12$, the range that $j=l-\tfrac12$ allows, two basis states are available, $|m-\tfrac12,\uparrow\rangle$ and $|m+\tfrac12,\downarrow\rangle$, with amplitudes $a$ and $b$. There $\mathbf L\cdot\mathbf S$ has diagonal elements $p=\tfrac12(m-\tfrac12)$ and $q=-\tfrac12(m+\tfrac12)$, and a real coupling $s=\tfrac12\sqrt{l(l+1)-(m-\tfrac12)(m+\tfrac12)}$.

For $j=l-\tfrac12$ the eigenvalue is
$$c=\tfrac12\left[j(j+1)-l(l+1)-\tfrac34\right]=-\tfrac12(l+1).$$
Multiply $(p-c)a=-sb$ by $a^*$ and $(q-c)b=-sa$ by $b^*$. The real parts of the right-hand sides agree, so $(p-c)|a|^2=(q-c)|b|^2$, or
$$(l+\tfrac12+m)|a|^2=(l+\tfrac12-m)|b|^2.$$
With $|a|^2+|b|^2=1$,
$$|a|^2=\frac{l+\frac12-m}{2l+1},\qquad |b|^2=\frac{l+\frac12+m}{2l+1}.$$

Write $k$ for the value of $L_z$. Since $k^2=m^2+\tfrac14\mp m$ in the two states,
$$\langle k^2\rangle=m^2+\tfrac14+m(|b|^2-|a|^2)=\frac{2l+3}{2l+1}m^2+\tfrac14.$$
Now $\tfrac34-l(l+1)=-\tfrac14(2l-1)(2l+3)$ and $j(j+1)=\tfrac14(2l-1)(2l+1)$, so
$$\langle 3k^2-l(l+1)\rangle=\frac{2l+3}{2l+1}\left[3m^2-j(j+1)\right].$$

Q: That is still $L_z^2$, not an angle.

A: The second average supplies the angle. In $Y_{l,k}$, the mean of $\cos^2\theta$ is the sum of the squared matrix elements of $\cos\theta$ to $l+1$ and $l-1$:
$$\langle\cos^2\theta\rangle=\frac{(l+1)^2-k^2}{(2l+1)(2l+3)}+\frac{l^2-k^2}{(2l-1)(2l+1)}=\frac{2l^2+2l-1-2k^2}{(2l-1)(2l+3)}.$$
Multiplying by 3 and subtracting 1 gives
$$\langle3\cos^2\theta-1\rangle=\frac{-2}{(2l-1)(2l+3)}\left[3k^2-l(l+1)\right].$$
The two components of the electron's state have opposite spins, so $\cos^2\theta$ has no cross term between them, and its mean is the average of the two single-$k$ means with weights $|a|^2$ and $|b|^2$. The two factors therefore multiply. Their product is $-2/((2l-1)(2l+1))$, which is $-2/35$ at $l=3$.

Q: Does the Lean code contain that physics, or only the final algebra?

A: It starts from the two-level matrix, with complex amplitudes.

```lean
import Mathlib

open Matrix

namespace StevensOperatorEquivalent

noncomputable section

/-- A two-level Hamiltonian with real diagonal entries `p`, `q` and real coupling `s`. -/
def twoLevel (p s q : ℝ) : Matrix (Fin 2) (Fin 2) ℂ :=
  !![(p : ℂ), (s : ℂ); (s : ℂ), (q : ℂ)]

/-- The operator `L·S` for orbital momentum `l` and spin 1/2 in the sector `J_z = m`,
in the basis `|m - 1/2, ↑⟩`, `|m + 1/2, ↓⟩`. -/
def spinOrbitBlock (l : ℕ) (m : ℝ) : Matrix (Fin 2) (Fin 2) ℂ :=
  twoLevel ((m - 1 / 2) / 2)
    (√((l : ℝ) * (l + 1) - (m - 1 / 2) * (m + 1 / 2)) / 2) (-(m + 1 / 2) / 2)
```

Here `ψ 0` is $a$ and `ψ 1` is $b$. The hypothesis on the state is normalisation together with the eigenvalue equation; the weights are not assumed.

```lean
/-- `ψ` is a normalised eigenstate of `L·S` with eigenvalue `c` in the sector `J_z = m`. -/
def IsSpinOrbitState (l : ℕ) (m c : ℝ) (ψ : Fin 2 → ℂ) : Prop :=
  Complex.normSq (ψ 0) + Complex.normSq (ψ 1) = 1 ∧
    spinOrbitBlock l m *ᵥ ψ = (c : ℂ) • ψ
```

Q: And the quantities being averaged?

A: `orbitalMean` takes the mean of an orbital quantity at each of the two values of $L_z$ and weights it by the two populations. `stevensO20` serves both sides of the equivalence, once with $l$ and $k$, once with $j$ and $m$.

```lean
/-- The mean in the state `ψ` of an orbital quantity whose mean at `L_z = k` is `f k`. -/
def orbitalMean (f : ℝ → ℝ) (m : ℝ) (ψ : Fin 2 → ℂ) : ℝ :=
  Complex.normSq (ψ 0) * f (m - 1 / 2) + Complex.normSq (ψ 1) * f (m + 1 / 2)

/-- The diagonal element `3m² - J(J+1)` of the second-order axial Stevens operator. -/
def stevensO20 (J m : ℝ) : ℝ := 3 * m ^ 2 - J * (J + 1)
```

The angular input is a definition: the closed form for $\langle\cos^2\theta\rangle$ is taken as given, not derived from integrals over spherical harmonics.

```lean
/-- The mean of `cos²θ` in the spherical harmonic `Y_{l,k}`, written as the sum of the
squared matrix elements of `cos θ` to `l + 1` and to `l - 1`. -/
def cosSqMean (l : ℕ) (k : ℝ) : ℝ :=
  (((l : ℝ) + 1) ^ 2 - k ^ 2) / ((2 * l + 1) * (2 * l + 3)) +
    ((l : ℝ) ^ 2 - k ^ 2) / ((2 * l - 1) * (2 * l + 1))
```

Q: How are the weights obtained?

A: The first lemma is the population balance. It splits both amplitude equations into real and imaginary parts, and `linear_combination` multiplies and adds them, which is the multiplication by $a^*$ and $b^*$ above.

```lean
/-- In an eigenstate of a two-level Hamiltonian, the populations weighted by the detunings
of the two levels from the eigenvalue are equal. -/
theorem twoLevel_populations {p s q c : ℝ} {ψ : Fin 2 → ℂ}
    (h : twoLevel p s q *ᵥ ψ = (c : ℂ) • ψ) :
    (p - c) * Complex.normSq (ψ 0) = (q - c) * Complex.normSq (ψ 1) := by
  have h0 : (p : ℂ) * ψ 0 + s * ψ 1 = c * ψ 0 := by
    simpa [twoLevel, Matrix.mulVec, dotProduct, Fin.sum_univ_two] using congrFun h 0
  have h1 : (s : ℂ) * ψ 0 + q * ψ 1 = c * ψ 1 := by
    simpa [twoLevel, Matrix.mulVec, dotProduct, Fin.sum_univ_two] using congrFun h 1
  -- real and imaginary parts of the two amplitude equations
  have r0 : p * (ψ 0).re + s * (ψ 1).re = c * (ψ 0).re := by
    simpa using congrArg Complex.re h0
  have i0 : p * (ψ 0).im + s * (ψ 1).im = c * (ψ 0).im := by
    simpa using congrArg Complex.im h0
  have r1 : s * (ψ 0).re + q * (ψ 1).re = c * (ψ 1).re := by
    simpa using congrArg Complex.re h1
  have i1 : s * (ψ 0).im + q * (ψ 1).im = c * (ψ 1).im := by
    simpa using congrArg Complex.im h1
  rw [Complex.normSq_apply, Complex.normSq_apply]
  linear_combination (ψ 0).re * r0 + (ψ 0).im * i0 - (ψ 1).re * r1 - (ψ 1).im * i1
```

Combining the balance with normalisation gives the weights.

```lean
/-- In the multiplet `j = l - 1/2`, where `L·S = -(l+1)/2`, the spin-up and spin-down
components have the weights `(l + 1/2 ∓ m)/(2l + 1)`. -/
theorem lower_weights {l : ℕ} {m : ℝ} {ψ : Fin 2 → ℂ}
    (h : IsSpinOrbitState l m (-((l : ℝ) + 1) / 2) ψ) :
    Complex.normSq (ψ 0) = ((l : ℝ) + 1 / 2 - m) / (2 * l + 1) ∧
      Complex.normSq (ψ 1) = ((l : ℝ) + 1 / 2 + m) / (2 * l + 1) := by
  obtain ⟨hn, he⟩ := h
  have key := twoLevel_populations he
  have hl : (2 * (l : ℝ) + 1) ≠ 0 := by positivity
  constructor
  · rw [eq_div_iff hl]
    linear_combination 2 * key + ((l : ℝ) + 1 / 2 - m) * hn
  · rw [eq_div_iff hl]
    linear_combination -2 * key + ((l : ℝ) + 1 / 2 + m) * hn
```

Substituting them, clearing the denominator with `field_simp` and expanding with `ring` gives the first equivalence.

```lean
/-- Operator equivalence for `j = l - 1/2`: the mean of `3L_z² - l(l+1)` in the state with
`J_z = m` is `(2l+3)/(2l+1)` times `3m² - j(j+1)`. -/
theorem stevens_equivalence_lower {l : ℕ} {m : ℝ} {ψ : Fin 2 → ℂ}
    (h : IsSpinOrbitState l m (-((l : ℝ) + 1) / 2) ψ) :
    orbitalMean (stevensO20 l) m ψ =
      (2 * (l : ℝ) + 3) / (2 * l + 1) * stevensO20 ((l : ℝ) - 1 / 2) m := by
  obtain ⟨h0, h1⟩ := lower_weights h
  have hl : (2 * (l : ℝ) + 1) ≠ 0 := by positivity
  simp only [orbitalMean, stevensO20, h0, h1]
  field_simp
  ring
```

For $j=l+\tfrac12$ the eigenvalue is $l/2$, the two weights are exchanged, and the factor becomes $(2l-1)/(2l+1)$.

```lean
/-- Operator equivalence for `j = l + 1/2`, where `L·S = l/2`: the mean of
`3L_z² - l(l+1)` is `(2l-1)/(2l+1)` times `3m² - j(j+1)`. -/
theorem stevens_equivalence_upper {l : ℕ} {m : ℝ} {ψ : Fin 2 → ℂ}
    (h : IsSpinOrbitState l m ((l : ℝ) / 2) ψ) :
    orbitalMean (stevensO20 l) m ψ =
      (2 * (l : ℝ) - 1) / (2 * l + 1) * stevensO20 ((l : ℝ) + 1 / 2) m := by
  obtain ⟨hn, he⟩ := h
  have key := twoLevel_populations he
  have hl : (2 * (l : ℝ) + 1) ≠ 0 := by positivity
  -- the two weights are exchanged with respect to the lower multiplet
  have h0 : Complex.normSq (ψ 0) = ((l : ℝ) + 1 / 2 + m) / (2 * l + 1) := by
    rw [eq_div_iff hl]
    linear_combination -2 * key + ((l : ℝ) + 1 / 2 + m) * hn
  have h1 : Complex.normSq (ψ 1) = ((l : ℝ) + 1 / 2 - m) / (2 * l + 1) := by
    rw [eq_div_iff hl]
    linear_combination 2 * key + ((l : ℝ) + 1 / 2 - m) * hn
  simp only [orbitalMean, stevensO20, h0, h1]
  field_simp
  ring
```

Q: A theorem about eigenstates could be empty. Are there any?

A: Yes. For $j=l-\tfrac12$ an explicit vector, with real amplitudes of opposite sign, satisfies the hypothesis whenever $|m|\le l-\tfrac12$.

```lean
/-- The state of the multiplet `j = l - 1/2` with `J_z = m`, with real amplitudes. -/
def lowerState (l : ℕ) (m : ℝ) : Fin 2 → ℂ :=
  ![((√(((l : ℝ) + 1 / 2 - m) / (2 * l + 1)) : ℝ) : ℂ),
    ((-√(((l : ℝ) + 1 / 2 + m) / (2 * l + 1)) : ℝ) : ℂ)]
```

Call the square roots of the two weights $x$ and $y$. The ladder element factorises, because
$$l(l+1)-m^2+\tfrac14=(l+\tfrac12-m)(l+\tfrac12+m)=[(2l+1)xy]^2.$$
The first row then reads $\tfrac12x\left[(m-\tfrac12)-(l+\tfrac12+m)\right]=-\tfrac12(l+1)x$, and the second row works the same way. These are `hs`, `e0` and `e1` in the proof.

```lean
/-- For `|m| ≤ l - 1/2` the explicit vector `lowerState l m` is a normalised eigenstate of
`L·S` with eigenvalue `-(l+1)/2`. -/
theorem lowerState_witness (l : ℕ) (m : ℝ) (hm : |m| ≤ (l : ℝ) - 1 / 2) :
    IsSpinOrbitState l m (-((l : ℝ) + 1) / 2) (lowerState l m) := by
  obtain ⟨hm1, hm2⟩ := abs_le.mp hm
  have hl : (0 : ℝ) < 2 * l + 1 := by positivity
  obtain ⟨x, hx⟩ : ∃ x, x = √(((l : ℝ) + 1 / 2 - m) / (2 * l + 1)) := ⟨_, rfl⟩
  obtain ⟨y, hy⟩ : ∃ y, y = √(((l : ℝ) + 1 / 2 + m) / (2 * l + 1)) := ⟨_, rfl⟩
  have hx0 : 0 ≤ x := hx ▸ Real.sqrt_nonneg _
  have hy0 : 0 ≤ y := hy ▸ Real.sqrt_nonneg _
  have hx2 : (2 * (l : ℝ) + 1) * x ^ 2 = l + 1 / 2 - m := by
    rw [hx, Real.sq_sqrt (div_nonneg (by linarith) hl.le)]
    field_simp
  have hy2 : (2 * (l : ℝ) + 1) * y ^ 2 = l + 1 / 2 + m := by
    rw [hy, Real.sq_sqrt (div_nonneg (by linarith) hl.le)]
    field_simp
  -- the ladder matrix element factorises into the two amplitudes
  have hs : √((l : ℝ) * (l + 1) - (m - 1 / 2) * (m + 1 / 2)) = (2 * l + 1) * x * y := by
    have e : (l : ℝ) * (l + 1) - (m - 1 / 2) * (m + 1 / 2) = ((2 * l + 1) * x * y) ^ 2 := by
      linear_combination (-((2 * (l : ℝ) + 1) * y ^ 2)) * hx2 - ((l : ℝ) + 1 / 2 - m) * hy2
    rw [e]
    exact Real.sqrt_sq (mul_nonneg (mul_nonneg hl.le hx0) hy0)
  have e0 : (m - 1 / 2) / 2 * x + (2 * l + 1) * x * y / 2 * (-y) = -((l : ℝ) + 1) / 2 * x := by
    linear_combination (-(x / 2)) * hy2
  have e1 : (2 * l + 1) * x * y / 2 * x + -(m + 1 / 2) / 2 * (-y)
      = -((l : ℝ) + 1) / 2 * (-y) := by
    linear_combination (y / 2) * hx2
  have hψ : lowerState l m = ![(x : ℂ), ((-y : ℝ) : ℂ)] := by
    rw [lowerState, ← hx, ← hy]
  rw [hψ]
  constructor
  · change Complex.normSq (x : ℂ) + Complex.normSq ((-y : ℝ) : ℂ) = 1
    rw [Complex.normSq_ofReal, Complex.normSq_ofReal]
    apply mul_left_cancel₀ hl.ne'
    linear_combination hx2 + hy2
  · rw [spinOrbitBlock, hs]
    have c0 := congrArg (fun r : ℝ => (r : ℂ)) e0
    have c1 := congrArg (fun r : ℝ => (r : ℂ)) e1
    ext i
    fin_cases i
    · simpa [twoLevel, Matrix.mulVec, dotProduct, Fin.sum_univ_two] using c0
    · simpa [twoLevel, Matrix.mulVec, dotProduct, Fin.sum_univ_two] using c1
```

Q: You let $m$ be any real number. My $m$ is half-integral.

A: The identities hold for more values than physics uses. The physical reading takes $l\ge1$ and $m=-j,\dots,j$ in integer steps.

Q: And the angular step?

A: It is the calculation above for a single $k$. The denominator $2l-1$ is nonzero because $2l$ is even, which `omega` settles.

```lean
/-- Within a shell of orbital momentum `l`, the mean of `3cos²θ - 1` at `L_z = k` is
`-2/((2l-1)(2l+3))` times `3k² - l(l+1)`. -/
theorem angular_equivalence (l : ℕ) (k : ℝ) :
    3 * cosSqMean l k - 1 =
      -2 / ((2 * (l : ℝ) - 1) * (2 * l + 3)) * stevensO20 l k := by
  have h1 : (2 * (l : ℝ) - 1) ≠ 0 := by
    intro h
    have h' : 2 * (l : ℝ) = 1 := by linarith
    have h'' : 2 * l = 1 := by exact_mod_cast h'
    omega
  have h2 : (2 * (l : ℝ) + 1) ≠ 0 := by positivity
  have h3 : (2 * (l : ℝ) + 3) ≠ 0 := by positivity
  unfold cosSqMean stevensO20
  -- name the denominator `2l - 1` while clearing fractions
  obtain ⟨d, hd⟩ : ∃ d : ℝ, d = 2 * (l : ℝ) - 1 := ⟨_, rfl⟩
  rw [← hd] at h1 ⊢
  field_simp
  rw [hd]
  ring
```

The next theorem applies this to both components and multiplies the orbital factor by the spin-orbit factor.

```lean
/-- For one electron in the multiplet `j = l - 1/2`, the mean of `3cos²θ - 1` is
`-2/((2l-1)(2l+1))` times `3m² - j(j+1)`. -/
theorem stevens_factor_lower {l : ℕ} {m : ℝ} {ψ : Fin 2 → ℂ}
    (h : IsSpinOrbitState l m (-((l : ℝ) + 1) / 2) ψ) :
    orbitalMean (fun k => 3 * cosSqMean l k - 1) m ψ =
      -2 / ((2 * (l : ℝ) - 1) * (2 * l + 1)) * stevensO20 ((l : ℝ) - 1 / 2) m := by
  have main := stevens_equivalence_lower h
  have h3 : (2 * (l : ℝ) + 3) ≠ 0 := by positivity
  -- the product of the orbital factor and the spin-orbit factor
  have hk : -2 / ((2 * (l : ℝ) - 1) * (2 * l + 3)) * ((2 * l + 3) / (2 * l + 1)) =
      -2 / ((2 * (l : ℝ) - 1) * (2 * l + 1)) := by
    rw [div_mul_div_comm,
      show (2 * (l : ℝ) - 1) * (2 * l + 3) * (2 * l + 1) =
        (2 * (l : ℝ) - 1) * (2 * l + 1) * (2 * l + 3) by ring]
    exact mul_div_mul_right _ _ h3
  simp only [orbitalMean, angular_equivalence] at main ⊢
  linear_combination (-2 / ((2 * (l : ℝ) - 1) * (2 * l + 3))) * main +
    stevensO20 ((l : ℝ) - 1 / 2) m * hk
```

Setting $l=3$ gives the number in your calculation.

```lean
/-- For one f electron with `j = 5/2`, as in Ce³⁺, the mean of `3cos²θ - 1` is
`-2/35` times `3m² - 35/4`. -/
theorem cerium_stevens_factor {m : ℝ} {ψ : Fin 2 → ℂ}
    (h : IsSpinOrbitState 3 m (-(((3 : ℕ) : ℝ) + 1) / 2) ψ) :
    orbitalMean (fun k => 3 * cosSqMean 3 k - 1) m ψ = -2 / 35 * (3 * m ^ 2 - 35 / 4) := by
  rw [stevens_factor_lower h]
  simp only [stevensO20]
  push_cast
  ring

end

end StevensOperatorEquivalent
```

```lean
#print axioms StevensOperatorEquivalent.stevens_equivalence_upper
#print axioms StevensOperatorEquivalent.cerium_stevens_factor
```

```
'StevensOperatorEquivalent.stevens_equivalence_upper' depends on axioms: [propext, Classical.choice, Quot.sound]
'StevensOperatorEquivalent.cerium_stevens_factor' depends on axioms: [propext, Classical.choice, Quot.sound]
```

Q: So may I use Stevens' method in general on this basis?

A: No. The theorems cover one operator, the second-order axial one, for one electron in a multiplet of definite $j$. Fourth- and sixth-order terms, non-axial terms, several f electrons and crystal-field mixing of $j=5/2$ with $j=7/2$ are not treated. The theorems give means. For this operator that is enough to fix its projection onto the multiplet, since it commutes with $J_z$ and each $m$ occurs once.

Q: Would you have gained anything by working in the full space of orbital and spin states?

A: Yes. With $\mathbf L$ and $\mathbf S$ as matrices on all $2(2l+1)$ states, and the state defined as a joint eigenvector of $J^2$ and $J_z$, the restriction to two components and the half-integral $m$ would become consequences, and matrix elements between different $m$ could be stated directly. The price is building the angular momentum matrices for general $l$; the two-level block keeps only the part that this average needs.
